# Broken-symmetry solutions of the classical self-consistent phonon equations for a double well exist only up to T = a²/(6b)

For a, b, T > 0, with temperature in energy units (k_B = 1), the classical self-consistent phonon equations of the double well V(x) = −a x²/2 + b x⁴/4 have a solution with nonzero mean displacement m exactly when T ≤ a²/(6b). At equality m² = a/(2b), so the largest squared displacement drops from this value to zero as T passes the threshold.

The exact classical distribution, proportional to exp(−V/T), is even in x and has zero mean at every T > 0. The off-centre solutions are therefore an artefact of the Gaussian approximation. For this single classical coordinate, an abrupt loss of displacement on heating is no evidence of a phase transition.

```lean
import Mathlib

open Filter Topology

namespace SelfConsistentDoubleWell
```

## s > 0: the Gaussian has a width

The position is taken to be Gaussian with mean m and variance s, and temperature is in energy units (k_B = 1). Since ⟨x³⟩ = m³ + 3ms and ⟨x²⟩ = m² + s, the mean force vanishes when

m(−a + b m² + 3b s) = 0,

and the mean curvature is −a + 3b(m² + s). A classical oscillator with force constant k has variance T/k, so self-consistency requires

T/s = −a + 3b(m² + s).

`IsSCP a b T m s` consists of these two equations together with `0 < s`. All quantities are real numbers. The equations are taken as the definition, not derived from a variational principle, and the model has no zero-point motion, no coupling to other modes and no comparison of free energies.

```lean
/-- The classical self-consistent phonon equations of the double well `-a x²/2 + b x⁴/4` at
temperature `T`, for mean displacement `m` and variance `s > 0`: the mean force vanishes, and
the force constant `T / s` equals the mean curvature. -/
def IsSCP (a b T m s : ℝ) : Prop :=
  0 < s ∧ m * (-a + b * m ^ 2 + 3 * b * s) = 0 ∧ T / s = -a + 3 * b * (m ^ 2 + s)
```

The set of all values of m² that occur at a given temperature, symmetric solutions included, gets its own name.

```lean
/-- The squared mean displacements of all self-consistent solutions at temperature `T`. -/
def squaredDisplacements (a b T : ℝ) : Set ℝ :=
  {y | ∃ m s, IsSCP a b T m s ∧ m ^ 2 = y}
```

Positivity of s lets both the derivation and the proof multiply by s (`hs.ne'` in the code). Without it, a = b = 1 and T = 2 would admit m = 0, s = −2/3, a negative variance with force constant −3.

## m ≠ 0: the atom sits off centre

A nonzero m means that the solution has chosen one side of the well. The factor m can then be divided out of the force balance:

b m² = a − 3b s.

Inserting this in the second equation gives

T/s = −a + 3(a − 3b s) + 3b s = 2a − 6b s,

and multiplication by s gives

6b s² − 2a s + T = 0.

`broken_iff` states that these two relations, with s > 0, are equivalent to the original equations. Its proof removes the factor m with `mul_eq_zero`, clears the denominator, and leaves the elimination to `linear_combination`.

```lean
/-- For a nonzero mean displacement `m`, the self-consistent equations are equivalent to `s > 0`
together with `b m² = a - 3b s` and `6b s² - 2a s + T = 0`. -/
theorem broken_iff {a b T m s : ℝ} (hm : m ≠ 0) :
    IsSCP a b T m s ↔
      0 < s ∧ b * m ^ 2 = a - 3 * b * s ∧ 6 * b * s ^ 2 - 2 * a * s + T = 0 := by
  constructor
  · rintro ⟨hs, h1, h2⟩
    have h3 := (mul_eq_zero.mp h1).resolve_left hm
    rw [div_eq_iff hs.ne'] at h2
    exact ⟨hs, by linarith, by linear_combination h2 + 3 * s * h3⟩
  · rintro ⟨hs, h1, h2⟩
    refine ⟨hs, by linear_combination m * h1, ?_⟩
    rw [div_eq_iff hs.ne']
    linear_combination h2 - 3 * s * h1
```

The force balance also gives 2b m² − a = a − 6b s. Squaring and using the quadratic,

(2b m² − a)² = a² + 6b(6b s² − 2a s) = a² − 6bT.

```lean
/-- Every solution with nonzero mean displacement obeys `(2b m² - a)² = a² - 6bT`. -/
theorem broken_displacement {a b T m s : ℝ} (hm : m ≠ 0) (h : IsSCP a b T m s) :
    (2 * b * m ^ 2 - a) ^ 2 = a ^ 2 - 6 * b * T := by
  obtain ⟨_, h1, h2⟩ := (broken_iff hm).mp h
  have e : 2 * b * m ^ 2 - a = a - 6 * b * s := by linarith
  rw [e]
  linear_combination 6 * b * h2
```

If m = 0 were allowed, the threshold would disappear: for a = b = 1 and T = 2, far above 1/6, the pair m = 0, s = 1 solves the equations.

## T > 0: thermal motion supplies the variance

Let r be either real root of r² = a² − 6bT. The relations above suggest

m² = (a + r)/(2b), s = (a − r)/(6b).

Both must be positive. Since bT > 0, r² < a², hence −a < r < a, and they are. They solve the equations because

b m² + 3b s = (a + r)/2 + (a − r)/2 = a,

6b(6b s² − 2a s + T) = (a − r)² − 2a(a − r) + 6bT = r² − a² + 6bT = 0.

`broken_solution` follows these lines, with m the positive square root. The bound on r comes from `abs_lt_of_sq_lt_sq'`, and the last two steps verify the force balance and the quadratic.

```lean
/-- For `a, b, T > 0`, each real root `r` of `r² = a² - 6bT` gives a solution with
squared displacement `(a + r)/(2b) > 0` and variance `(a - r)/(6b)`. -/
theorem broken_solution {a b T r : ℝ} (ha : 0 < a) (hb : 0 < b) (hT : 0 < T)
    (hr : r ^ 2 = a ^ 2 - 6 * b * T) :
    0 < (a + r) / (2 * b) ∧
      IsSCP a b T (√((a + r) / (2 * b))) ((a - r) / (6 * b)) := by
  -- a positive temperature keeps both roots strictly between -a and a
  obtain ⟨h1, h2⟩ := abs_lt_of_sq_lt_sq'
    (show r ^ 2 < a ^ 2 by nlinarith [mul_pos hb hT]) ha.le
  have hy : 0 < (a + r) / (2 * b) := div_pos (by linarith) (by linarith)
  have hs : 0 < (a - r) / (6 * b) := div_pos (by linarith) (by linarith)
  have e1 : (a + r) / (2 * b) * (2 * b) = a + r := by field_simp
  have e2 : (a - r) / (6 * b) * (6 * b) = a - r := by field_simp
  generalize (a + r) / (2 * b) = y at hy e1 ⊢
  generalize (a - r) / (6 * b) = s at hs e2 ⊢
  refine ⟨hy, (broken_iff (Real.sqrt_pos.mpr hy).ne').mpr ⟨hs, ?_, ?_⟩⟩
  · rw [Real.sq_sqrt hy.le]
    linear_combination e1 / 2 + e2 / 2
  · have h6 : 6 * b ≠ 0 := by positivity
    apply mul_left_cancel₀ h6
    linear_combination hr + (s * (6 * b) + (a - r) - 2 * a) * e2
```

T ≥ 0 would not be enough. At T = 0 the quadratic leaves s = 0 or s = a/(3b). The first is the particle at rest in a minimum of V, with m² = a/b, which the condition s > 0 excludes. The second forces m = 0. So `IsSCP` has no off-centre solution at T = 0, although 0 ≤ a²/(6b).

## a > 0: the centre is a maximum

The curvature of V at x = 0 is −a, so a > 0 makes the centre unstable. The existence criterion now follows. A square is nonnegative, so any off-centre solution has 6bT ≤ a². Conversely, if 6bT ≤ a², then r = √(a² − 6bT) is real and gives a solution. The sign of a enters through the bound |r| < a.

```lean
/-- For `a, b, T > 0`, a self-consistent solution with nonzero mean displacement exists
exactly when `T ≤ a²/(6b)`. -/
theorem exists_broken_iff {a b T : ℝ} (ha : 0 < a) (hb : 0 < b) (hT : 0 < T) :
    (∃ m s, m ≠ 0 ∧ IsSCP a b T m s) ↔ T ≤ a ^ 2 / (6 * b) := by
  rw [le_div_iff₀ (by positivity)]
  constructor
  · rintro ⟨m, s, hm, h⟩
    nlinarith [broken_displacement hm h, sq_nonneg (2 * b * m ^ 2 - a)]
  · intro h
    obtain ⟨hy, hsol⟩ := broken_solution ha hb hT
      (Real.sq_sqrt (show 0 ≤ a ^ 2 - 6 * b * T by linarith))
    exact ⟨_, _, (Real.sqrt_pos.mpr hy).ne', hsol⟩
```

At equality the square (2b m² − a)² is zero, so m² = a/(2b), and the force balance gives s = a/(6b). In the other direction, a > 0 makes both values positive, and since T = a s they satisfy the quadratic.

```lean
/-- For `a, b > 0` and `T = a²/(6b)`, the solutions with nonzero mean displacement are exactly
those with `m² = a/(2b)` and variance `s = a/(6b)`. -/
theorem broken_endpoint_iff {a b m s : ℝ} (ha : 0 < a) (hb : 0 < b) :
    (m ≠ 0 ∧ IsSCP a b (a ^ 2 / (6 * b)) m s) ↔
      m ^ 2 = a / (2 * b) ∧ s = a / (6 * b) := by
  have h2b : 2 * b ≠ 0 := by positivity
  have h6b : 6 * b ≠ 0 := by positivity
  rw [eq_div_iff h2b, eq_div_iff h6b]
  constructor
  · rintro ⟨hm, h⟩
    have hd := broken_displacement hm h
    rw [mul_div_cancel₀ _ h6b, sub_self] at hd
    have h0 : 2 * b * m ^ 2 - a = 0 := pow_eq_zero_iff (two_ne_zero) |>.mp hd
    obtain ⟨_, h1, _⟩ := (broken_iff hm).mp h
    exact ⟨by linarith, by linarith⟩
  · rintro ⟨h1, h2⟩
    have hm : m ≠ 0 := by
      rintro rfl
      linarith
    have hs : 0 < s := by
      rw [← eq_div_iff h6b] at h2
      rw [h2]
      positivity
    have hT : a ^ 2 / (6 * b) = a * s := by
      rw [div_eq_iff h6b]
      linear_combination -a * h2
    exact ⟨hm, (broken_iff hm).mpr ⟨hs, by linear_combination h1 / 2 + h2 / 2,
      by linear_combination s * h2 + hT⟩⟩
```

With no condition on the sign of a, the criterion fails. For a = −1, b = 1, T = 1/12 the temperature lies below a²/(6b) = 1/6, but the force balance would need m² = −1 − 3s < 0.

## b > 0: the quartic term confines

A positive b keeps the particle from escaping, and it guarantees a symmetric solution at every T > 0. With m = 0 the second equation becomes

3b s² − a s − T = 0,

whose positive root is

s = (a + √(a² + 12bT))/(6b).

The proof names the square root `q`, constructs s from it, and checks the equation after multiplying by 12b.

```lean
/-- For `a, b, T > 0` there is a self-consistent solution with zero mean displacement. -/
theorem exists_symmetric {a b T : ℝ} (ha : 0 < a) (hb : 0 < b) (hT : 0 < T) :
    ∃ s, IsSCP a b T 0 s := by
  obtain ⟨q, hq0, hq⟩ : ∃ q : ℝ, 0 ≤ q ∧ q ^ 2 = a ^ 2 + 12 * b * T :=
    ⟨√(a ^ 2 + 12 * b * T), Real.sqrt_nonneg _, Real.sq_sqrt (by positivity)⟩
  obtain ⟨s, hs, e⟩ : ∃ s : ℝ, 0 < s ∧ s * (6 * b) = a + q :=
    ⟨(a + q) / (6 * b), div_pos (by linarith) (by linarith), by field_simp⟩
  refine ⟨s, hs, by ring, ?_⟩
  rw [div_eq_iff hs.ne']
  have h12 : 12 * b ≠ 0 := by positivity
  apply mul_left_cancel₀ h12
  linear_combination -hq - (s * (6 * b) + q - a) * e
```

Here b ≥ 0 is too weak: for b = 0 and a = T = 1 the equation reads 1/s = −1, which no positive variance satisfies.

## T ≤ a²/(6b) or T > a²/(6b): which solution has the largest displacement

`IsGreatest` says that a number belongs to a set and bounds it from above. Up to the threshold, the root r = √(a² − 6bT) supplies a member of the set of squared displacements. For the bound, every off-centre solution satisfies

2b m² − a ≤ |2b m² − a| = √(a² − 6bT),

and a symmetric one has m² = 0, which is smaller than the claimed maximum.

```lean
/-- For `a, b > 0` and `0 < T ≤ a²/(6b)`, the largest squared displacement among all
self-consistent solutions is `(a + √(a² - 6bT))/(2b)`. -/
theorem greatest_below {a b T : ℝ} (ha : 0 < a) (hb : 0 < b) (hT : 0 < T)
    (h : T ≤ a ^ 2 / (6 * b)) :
    IsGreatest (squaredDisplacements a b T) ((a + √(a ^ 2 - 6 * b * T)) / (2 * b)) := by
  rw [le_div_iff₀ (by positivity)] at h
  obtain ⟨hy, hsol⟩ := broken_solution ha hb hT
    (Real.sq_sqrt (show 0 ≤ a ^ 2 - 6 * b * T by linarith))
  refine ⟨⟨_, _, hsol, Real.sq_sqrt hy.le⟩, ?_⟩
  rintro y ⟨m, s, hms, rfl⟩
  by_cases hm : m = 0
  · rw [hm, zero_pow two_ne_zero]
    exact hy.le
  · rw [le_div_iff₀ (by positivity)]
    have h1 := (le_abs_self _).trans (Real.abs_le_sqrt (broken_displacement hm hms).le)
    linarith
```

Above the threshold, the existence criterion excludes m ≠ 0, and the symmetric solution shows that zero is attained.

```lean
/-- For `a, b > 0` and `T > a²/(6b)`, the largest squared displacement among all
self-consistent solutions is zero. -/
theorem greatest_above {a b T : ℝ} (ha : 0 < a) (hb : 0 < b) (h : a ^ 2 / (6 * b) < T) :
    IsGreatest (squaredDisplacements a b T) 0 := by
  have hT : 0 < T := lt_trans (by positivity) h
  obtain ⟨s, hs⟩ := exists_symmetric ha hb hT
  refine ⟨⟨0, s, hs, by norm_num⟩, ?_⟩
  rintro y ⟨m, s, hms, rfl⟩
  by_cases hm : m = 0
  · rw [hm, zero_pow two_ne_zero]
  · exact absurd ((exists_broken_iff ha hb hT).mp ⟨m, s, hm, hms⟩) (not_le_of_gt h)
```

The formula for the lower range does need its temperature condition: Lean's square root of a negative number is 0, so above the threshold it would return a/(2b) where the maximum is 0.

## M(T) is the largest squared displacement

The discontinuity concerns a function `M` which, at each T > 0, equals the largest m² among all solutions. The two preceding theorems supply such a value at every positive temperature; elsewhere `M` is arbitrary.

If `M` were continuous at the threshold, its limit from above would equal its value there. The limit is 0, because only symmetric solutions remain above. The value is a/(2b) > 0. The proof obtains both by uniqueness of the greatest element, and uniqueness of limits gives the contradiction.

```lean
/-- For `a, b > 0`, the largest squared displacement among the self-consistent solutions, as a
function `M` of temperature, is discontinuous at `T = a²/(6b)`. -/
theorem displacement_discontinuous {a b : ℝ} (ha : 0 < a) (hb : 0 < b) (M : ℝ → ℝ)
    (hM : ∀ T, 0 < T → IsGreatest (squaredDisplacements a b T) (M T)) :
    ¬ ContinuousAt M (a ^ 2 / (6 * b)) := by
  intro hc
  have hTc : 0 < a ^ 2 / (6 * b) := by positivity
  have h1 : Tendsto M (𝓝[>] (a ^ 2 / (6 * b))) (𝓝 (M (a ^ 2 / (6 * b)))) :=
    hc.tendsto.mono_left nhdsWithin_le_nhds
  -- from above, only the symmetric solution is left
  have h2 : Tendsto M (𝓝[>] (a ^ 2 / (6 * b))) (𝓝 0) := by
    refine tendsto_const_nhds.congr' ?_
    filter_upwards [self_mem_nhdsWithin] with T hT
    exact (greatest_above ha hb hT).unique (hM T (hTc.trans hT))
  have h3 := tendsto_nhds_unique h1 h2
  -- at the end point itself the largest squared displacement is still positive
  have h4 := (hM _ hTc).unique (greatest_below ha hb hTc le_rfl)
  have h5 : 0 < (a + √(a ^ 2 - 6 * b * (a ^ 2 / (6 * b)))) / (2 * b) := by positivity
  linarith

end SelfConsistentDoubleWell
```

```lean
#print axioms SelfConsistentDoubleWell.exists_broken_iff
#print axioms SelfConsistentDoubleWell.broken_endpoint_iff
#print axioms SelfConsistentDoubleWell.displacement_discontinuous
```

```
'SelfConsistentDoubleWell.exists_broken_iff' depends on axioms: [propext, Classical.choice, Quot.sound]
'SelfConsistentDoubleWell.broken_endpoint_iff' depends on axioms: [propext, Classical.choice, Quot.sound]
'SelfConsistentDoubleWell.displacement_discontinuous' depends on axioms: [propext, Classical.choice, Quot.sound]
```

It would not suffice for M(T) to be the squared displacement of some solution. The choice M = 0 follows the symmetric branch, and it is continuous.

## Heating with a = b = 1

A calculation can follow the off-centre branch by alternating the two equations: take m² = 1 − 3s from the force balance, compute the mean curvature 2 − 6s, and update

s ← T/(2 − 6s).

At T = 0.1, starting from s = 0, the variance goes through 0.050, 0.059 and 0.061 and converges to (1 − √0.4)/6 ≈ 0.0613, with m² ≈ 0.816. At T = 0.2, above the threshold 1/6, it goes through 0.100, 0.143, 0.175, 0.211 and 0.271 to 0.538. The last value exceeds 1/3, so the force balance no longer has a nonzero m. The remaining solution is the symmetric one, and the quadratic 3s² − s − T = 0 gives its variance as s = (1 + √3.4)/6 ≈ 0.474. Simply continuing the alternation with m = 0, s ← T/(3s − 1), does not reach it: from 0.538 it gives 0.325 and then a negative variance.

At the threshold itself, the off-centre solution has s = 1/6 and force constant 1. The symmetric solution at the same temperature has s ≈ 0.455 and force constant about 0.366. A heating run that switches between them there shows a jump in the effective phonon frequency as well as in the displacement.
